# Weight below zero energy as poles minus zeros plus a Luttinger-type integral for a rational Green's function

Let $m\ge 0$, and take real weights $a_k$ and nonzero real energies $e_k$ for $k=0,\dots,m$, with $m$ nonzero real numbers $d_j$. Energies are measured from the chemical potential. The Green's function is

$$G(z)=\sum_k\frac{a_k}{z-e_k},$$

and it is assumed that, off the real axis,

$$G(z)=\frac{\prod_j(z-d_j)}{\prod_k(z-e_k)}.$$

An empty product is one. Write $N$ for the sum of the $a_k$ with $e_k<0$, and $P$ and $Z$ for the numbers of negative $e_k$ and $d_j$, counted with repetition. Then

$$N=P-Z+\frac1\pi\int_0^\infty\mathrm{Re}\left(G+\frac{G'}{G}\right)(iw)\,dw .$$

If $G$ is the diagonal Green's function of one spin-orbital at zero temperature, $N$ is its occupation. The condition $e_k\ne0$ keeps poles of $G$ away from the chemical potential, and $d_j\ne0$ keeps divergences of the self-energy away from it.

## One arctangent for every pole and zero

At $z=iw$ with $w\to\infty$, each ratio $z/(z-x)$ tends to one. The sum form of $zG(z)$ therefore tends to $\sum_k a_k$ and the product form to one, so $\sum_k a_k=1$.

Differentiating the logarithm of the product form gives

$$\frac{G'}{G}=\sum_j\frac1{z-d_j}-\sum_k\frac1{z-e_k}.$$

Only one integral is needed. For real $x\neq0$,

$$\int_0^\infty\mathrm{Re}\frac1{iw-x}\,dw=-\int_0^\infty\frac{x\,dw}{x^2+w^2}=\Big[-\arctan\frac wx\Big]_0^\infty,$$

which is $\pi/2$ for $x<0$ and $-\pi/2$ for $x>0$, that is, $\pi(\theta(-x)-\tfrac12)$ with $\theta$ the unit step. Summing the contributions,

$$\int_0^\infty\mathrm{Re}\,G\,dw=\pi\left(N-\tfrac12\right),$$

$$\int_0^\infty\mathrm{Re}\frac{G'}{G}\,dw=\pi\left(Z-\tfrac m2\right)-\pi\left(P-\tfrac{m+1}2\right)=\pi\left(Z-P+\tfrac12\right).$$

The halves cancel, the total is $\pi(N+Z-P)$, and the claim follows.

With the self-energy $\Sigma(z)=z-h-1/G(z)$ of a level $h$, one has $\Sigma'=1+G'/G^2$. Hence $G\Sigma'=G+G'/G$, which has the form of a Luttinger integrand. This $\Sigma$ contains everything beyond $h$, coupling to other orbitals as well as interactions, whereas the usual Luttinger integral is a trace over all orbitals with the interaction self-energy alone.

## Green's function, counts and factorisation in Lean

```lean
import Mathlib

open Filter Topology MeasureTheory Set
open Complex (I)
open scoped Real

namespace LuttingerFriedelCounting

noncomputable section
```

The lists of energies and weights are functions on `Fin n`, so repeated entries are allowed.

```lean
/-- The Green's function in Lehmann form, with weights `a k` at real energies `e k`;
its domain is the set of `z` different from every `e k`. -/
def lehmann {n : ℕ} (a e : Fin n → ℝ) (z : ℂ) : ℂ := ∑ k, (a k : ℂ) / (z - e k)

/-- The total weight carried by the poles at negative energy. -/
def weightBelow {n : ℕ} (a e : Fin n → ℝ) : ℝ := ∑ k, if e k < 0 then a k else 0

/-- The number of negative entries in a list of energies, counted with repetition. -/
def countBelow {n : ℕ} (e : Fin n → ℝ) : ℕ := (Finset.univ.filter fun k => e k < 0).card
```

`weightBelow a e` is $N$, while `countBelow e` and `countBelow d` are $P$ and $Z$.

```lean
/-- Off the real axis the Lehmann sum is the quotient of the product over the zeros `d j`
by the product over the poles `e k`. -/
def Factorises {m : ℕ} (a e : Fin (m + 1) → ℝ) (d : Fin m → ℝ) : Prop :=
  ∀ z : ℂ, z.im ≠ 0 → lehmann a e z = (∏ j, (z - d j)) / ∏ k, (z - e k)
```

`Factorises` is a hypothesis on the three lists, not derived from a Hamiltonian. It fixes one more pole entry than zero entries and makes all zeros real. No positivity of the weights is required. For positive weights that add up to one at distinct energies, such a factorisation always exists, with one real zero between each two neighbouring poles; this is not proved here.

```lean
/-- The self-energy of a level `h`, defined by the Dyson equation where `G(z)` is
defined and nonzero. -/
def selfEnergy {n : ℕ} (h : ℝ) (a e : Fin n → ℝ) (z : ℂ) : ℂ := z - h - 1 / lehmann a e z
```

## The sum rule from large imaginary energy

```lean
/-- A point off the real axis differs from every real energy. -/
lemma sub_real_ne {z : ℂ} (hz : z.im ≠ 0) (x : ℝ) : z - x ≠ 0 := by
  intro h
  apply hz
  simpa using congrArg Complex.im h
```

This lemma supplies the nonzero denominators used below.

```lean
/-- High up the imaginary axis, `z / (z - x)` tends to one for every real `x`. -/
lemma tendsto_ratio (x : ℝ) :
    Tendsto (fun w : ℝ => ((w : ℂ) * I) / (w * I - x)) atTop (𝓝 1) := by
  have h0 : Tendsto (fun w : ℝ => ((w⁻¹ : ℝ) : ℂ)) atTop (𝓝 ((0 : ℝ) : ℂ)) :=
    (Complex.continuous_ofReal.tendsto 0).comp tendsto_inv_atTop_zero
  have h1 := ((h0.const_mul (I * x)).const_add 1).inv₀ (by simp)
  have e1 : (1 + I * x * ((0 : ℝ) : ℂ))⁻¹ = 1 := by simp
  rw [e1] at h1
  refine h1.congr' ?_
  filter_upwards [eventually_gt_atTop 0] with w hw
  have hw' : (w : ℂ) ≠ 0 := by exact_mod_cast hw.ne'
  have hh : (w : ℂ)⁻¹ * w = 1 := inv_mul_cancel₀ hw'
  have h2 : 1 + I * x * ((w⁻¹ : ℝ) : ℂ) = (w * I - x) / (w * I) := by
    rw [eq_div_iff (mul_ne_zero hw' Complex.I_ne_zero)]
    push_cast
    linear_combination (I ^ 2 * x) * hh + x * Complex.I_sq
  rw [h2, inv_div]
```

The ratio is rewritten as $(1+ix/w)^{-1}$, whose limit is immediate.

```lean
/-- Sum rule: if the Green's function factorises with one more pole than zeros,
its weights add up to one. -/
theorem sum_rule {m : ℕ} {a e : Fin (m + 1) → ℝ} {d : Fin m → ℝ}
    (hG : Factorises a e d) : ∑ k, a k = 1 := by
  -- both forms of `z G(z)`
  have key : ∀ z : ℂ, z.im ≠ 0 → ∑ k, (a k : ℂ) * (z / (z - e k)) =
      (∏ k, z / (z - e k)) / ∏ j, z / (z - d j) := by
    intro z hz
    have hz0 : z ≠ 0 := by simpa using sub_real_ne hz 0
    have h1 : ∑ k, (a k : ℂ) * (z / (z - e k)) = z * lehmann a e z := by
      unfold lehmann
      rw [Finset.mul_sum]
      exact Finset.sum_congr rfl fun k _ => by ring
    rw [h1, hG z hz, Finset.prod_div_distrib, Finset.prod_div_distrib]
    simp only [Finset.prod_const, Finset.card_univ, Fintype.card_fin]
    rw [pow_succ, div_div_eq_mul_div, eq_div_iff (pow_ne_zero m hz0)]
    ring
  have hL : Tendsto (fun w : ℝ => ∑ k, (a k : ℂ) * (((w : ℂ) * I) / (w * I - e k)))
      atTop (𝓝 (∑ k, (a k : ℂ) * 1)) :=
    tendsto_finsetSum _ fun k _ => (tendsto_ratio (e k)).const_mul _
  have hR : Tendsto (fun w : ℝ => (∏ k, ((w : ℂ) * I) / (w * I - e k)) /
      ∏ j, ((w : ℂ) * I) / (w * I - d j)) atTop
      (𝓝 ((∏ _k : Fin (m + 1), (1 : ℂ)) / ∏ _j : Fin m, (1 : ℂ))) :=
    (tendsto_finsetProd _ fun k _ => tendsto_ratio (e k)).div
      (tendsto_finsetProd _ fun j _ => tendsto_ratio (d j)) (by simp)
  have hE := hL.congr' (by
    filter_upwards [eventually_gt_atTop 0] with w hw
    exact key _ (by simpa using hw.ne'))
  have h : ∑ k, (a k : ℂ) = 1 := by simpa using tendsto_nhds_unique hE hR
  exact_mod_cast h
```

Here `key` equates the two forms of $zG(z)$, `hL` and `hR` take their limits, and uniqueness of limits gives the sum rule.

## The logarithmic derivative

```lean
/-- Off the real axis, the derivative of a product over real roots is the product times
the sum of the simple poles at the roots. -/
lemma hasDerivAt_prod {n : ℕ} (c : Fin n → ℝ) {z : ℂ} (hz : z.im ≠ 0) :
    HasDerivAt (fun u : ℂ => ∏ j, (u - c j))
      ((∏ j, (z - c j)) * ∑ j, 1 / (z - c j)) z := by
  induction (Finset.univ : Finset (Fin n)) using Finset.induction_on with
  | empty =>
    simp only [Finset.prod_empty, Finset.sum_empty, mul_zero]
    exact hasDerivAt_const z 1
  | insert i s hi ih =>
    simp only [Finset.prod_insert hi, Finset.sum_insert hi]
    refine (((hasDerivAt_id' z).sub_const (c i : ℂ)).fun_mul ih).congr_deriv ?_
    have h := mul_one_div_cancel (sub_real_ne hz (c i))
    linear_combination (-(∏ j ∈ s, (z - c j))) * h
```

Induction over the factors applies the product rule once per root.

```lean
/-- Off the real axis, a factorised Green's function is nonzero and `G'` is `G` times the
sum of simple poles at its zeros minus the sum of simple poles at its poles. -/
theorem hasDerivAt_lehmann {m : ℕ} {a e : Fin (m + 1) → ℝ} {d : Fin m → ℝ}
    (hG : Factorises a e d) {z : ℂ} (hz : z.im ≠ 0) :
    lehmann a e z ≠ 0 ∧ HasDerivAt (lehmann a e)
      (lehmann a e z * (∑ j, 1 / (z - d j) - ∑ k, 1 / (z - e k))) z := by
  have hD : ∏ j, (z - d j) ≠ 0 := Finset.prod_ne_zero_iff.mpr fun j _ => sub_real_ne hz _
  have hE : ∏ k, (z - e k) ≠ 0 := Finset.prod_ne_zero_iff.mpr fun k _ => sub_real_ne hz _
  have hev : lehmann a e =ᶠ[𝓝 z] fun u => (∏ j, (u - d j)) / ∏ k, (u - e k) := by
    filter_upwards [Complex.continuous_im.continuousAt.eventually_ne hz] with u hu
    exact hG u hu
  have alg : ∀ D E S T : ℂ, E ≠ 0 →
      (D * S * E - D * (E * T)) / E ^ 2 = D / E * (S - T) := by
    intro D E S T h
    field_simp
  rw [hG z hz]
  exact ⟨div_ne_zero hD hE, (((hasDerivAt_prod d hz).fun_div (hasDerivAt_prod e hz)
    hE).congr_of_eventuallyEq hev).congr_deriv (alg _ _ _ _ hE)⟩
```

The product form holds in a neighbourhood of $z$, so it may be differentiated by the quotient rule. The theorem also records $G(z)\neq0$, which permits division by $G$.

## Integrals along the imaginary axis

```lean
/-- Along the positive imaginary axis, the real part of a simple pole at real `x ≠ 0`
integrates to `π/2` for negative `x` and to `-π/2` for positive `x`. -/
theorem pole_integral {x : ℝ} (hx : x ≠ 0) :
    IntegrableOn (fun w : ℝ => (1 / ((w : ℂ) * I - x)).re) (Ioi 0) ∧
    ∫ w in Ioi (0 : ℝ), (1 / ((w : ℂ) * I - x)).re =
      π * ((if x < 0 then 1 else 0) - 1 / 2) := by
  have hform : (fun w : ℝ => (1 / ((w : ℂ) * I - x)).re) =
      fun w => -(x⁻¹ * (1 + (w / x) ^ 2)⁻¹) := by
    funext w
    have hr : ((w : ℂ) * I - x).re = -x := by simp
    have hi : ((w : ℂ) * I - x).im = w := by simp
    have h : 1 + (w / x) ^ 2 = (-x * -x + w * w) / x ^ 2 := by
      rw [div_pow, eq_div_iff (pow_ne_zero 2 hx), add_mul,
        div_mul_cancel₀ _ (pow_ne_zero 2 hx)]
      ring
    have h' : x⁻¹ * x ^ 2 = x := by field_simp
    rw [one_div, Complex.inv_re, Complex.normSq_apply, hr, hi, h, inv_div,
      ← mul_div_assoc, h', neg_div]
  have hint : Integrable (fun w : ℝ => -(x⁻¹ * (1 + (w / x) ^ 2)⁻¹)) :=
    ((integrable_inv_one_add_sq.comp_div hx).const_mul x⁻¹).neg
  -- the antiderivative is an arctangent
  have hder : ∀ w ∈ Ici (0 : ℝ), HasDerivAt (fun w => -Real.arctan (w / x))
      (-(x⁻¹ * (1 + (w / x) ^ 2)⁻¹)) w := fun w _ =>
    (((hasDerivAt_id' w).div_const x).arctan).fun_neg.congr_deriv (by ring)
  rw [hform]
  refine ⟨hint.integrableOn, ?_⟩
  rcases lt_or_gt_of_ne hx with h | h
  · have ht : Tendsto (fun w : ℝ => -Real.arctan (w / x)) atTop (𝓝 (-(-(π / 2)))) :=
      ((Real.tendsto_arctan_atBot.mono_right nhdsWithin_le_nhds).comp
        (tendsto_id.atTop_div_const_of_neg h)).neg
    rw [integral_Ioi_of_hasDerivAt_of_tendsto' hder hint.integrableOn ht, if_pos h]
    simp only [zero_div, Real.arctan_zero]
    ring
  · have ht : Tendsto (fun w : ℝ => -Real.arctan (w / x)) atTop (𝓝 (-(π / 2))) :=
      ((Real.tendsto_arctan_atTop.mono_right nhdsWithin_le_nhds).comp
        (tendsto_id.atTop_div_const h)).neg
    rw [integral_Ioi_of_hasDerivAt_of_tendsto' hder hint.integrableOn ht,
      if_neg (not_lt_of_ge h.le)]
    simp only [zero_div, Real.arctan_zero]
    ring
```

`hform` computes the real part, `hder` checks the arctangent antiderivative, and the two cases take its limit for each sign of $x$. `IntegrableOn` states absolute convergence.

```lean
/-- For nonzero pole energies, the integral of `Re G(iw)` over `w > 0` is `π` times the difference
between the weight at negative poles and half the total weight. -/
theorem lehmann_integral {n : ℕ} (b x : Fin n → ℝ) (hx : ∀ k, x k ≠ 0) :
    IntegrableOn (fun w : ℝ => (lehmann b x (w * I)).re) (Ioi 0) ∧
    ∫ w in Ioi (0 : ℝ), (lehmann b x (w * I)).re =
      π * (weightBelow b x - (∑ k, b k) / 2) := by
  have hre : (fun w : ℝ => (lehmann b x (w * I)).re) =
      fun w : ℝ => ∑ k, b k * (1 / ((w : ℂ) * I - x k)).re := by
    funext w
    unfold lehmann
    rw [Complex.re_sum]
    refine Finset.sum_congr rfl fun k _ => ?_
    rw [← Complex.re_ofReal_mul, mul_one_div]
  have hi := fun k => (pole_integral (hx k)).1.const_mul (b k)
  rw [hre]
  refine ⟨MeasureTheory.integrable_finsetSum _ fun k _ => hi k, ?_⟩
  rw [MeasureTheory.integral_finsetSum _ fun k _ => hi k]
  unfold weightBelow
  rw [Finset.sum_div, ← Finset.sum_sub_distrib, Finset.mul_sum]
  refine Finset.sum_congr rfl fun k _ => ?_
  rw [integral_const_mul, (pole_integral (hx k)).2]
  split_ifs <;> ring
```

The weights are arbitrary here, so the same theorem serves $G$ and, with unit weights, both sums in $G'/G$.

```lean
/-- With unit weights, the weight at negative energy is the number of negative energies. -/
lemma weightBelow_one {n : ℕ} (e : Fin n → ℝ) :
    weightBelow (fun _ => 1) e = countBelow e := by
  simp [weightBelow, countBelow]
```

## The counting identity

```lean
/-- Luttinger-Friedel counting: for a factorised Green's function with nonzero poles and
zeros, the weight at negative poles is the number of negative poles minus the number of
negative zeros plus `1/π` times a convergent integral of `Re (G + G'/G)(iw)`. -/
theorem luttinger_friedel_count {m : ℕ} {a e : Fin (m + 1) → ℝ} {d : Fin m → ℝ}
    (he : ∀ k, e k ≠ 0) (hd : ∀ j, d j ≠ 0) (hG : Factorises a e d) :
    IntegrableOn (fun w : ℝ => (lehmann a e (w * I) +
      deriv (lehmann a e) (w * I) / lehmann a e (w * I)).re) (Ioi 0) ∧
    weightBelow a e = countBelow e - countBelow d +
      1 / π * ∫ w in Ioi (0 : ℝ), (lehmann a e (w * I) +
        deriv (lehmann a e) (w * I) / lehmann a e (w * I)).re := by
  have h1 := lehmann_integral a e he
  have h2 := lehmann_integral (fun _ => 1) d hd
  have h3 := lehmann_integral (fun _ => 1) e he
  -- `G'/G` is a Lehmann sum over zeros minus one over poles, all with unit weight
  have hc : EqOn (fun w : ℝ => (lehmann a e (w * I) +
      deriv (lehmann a e) (w * I) / lehmann a e (w * I)).re)
      (fun w : ℝ => (lehmann a e (w * I)).re + ((lehmann (fun _ => 1) d (w * I)).re -
        (lehmann (fun _ => 1) e (w * I)).re)) (Ioi 0) := by
    intro w hw
    have hz : ((w : ℂ) * I).im ≠ 0 := by simpa using (ne_of_gt hw : w ≠ 0)
    obtain ⟨hne, hder⟩ := hasDerivAt_lehmann hG hz
    have hq : deriv (lehmann a e) (w * I) / lehmann a e (w * I) =
        lehmann (fun _ => 1) d (w * I) - lehmann (fun _ => 1) e (w * I) := by
      rw [hder.deriv, mul_div_cancel_left₀ _ hne]
      simp [lehmann]
    simp only [hq, Complex.add_re, Complex.sub_re]
  have h23 : IntegrableOn (fun w : ℝ => (lehmann (fun _ => 1) d (w * I)).re -
      (lehmann (fun _ => 1) e (w * I)).re) (Ioi 0) := h2.1.sub h3.1
  refine ⟨IntegrableOn.congr_fun (h1.1.add h23) hc.symm measurableSet_Ioi, ?_⟩
  rw [setIntegral_congr_fun measurableSet_Ioi hc, integral_add h1.1 h23,
    integral_sub h2.1 h3.1, h1.2, h2.2, h3.2, sum_rule hG, weightBelow_one, weightBelow_one]
  simp only [Finset.sum_const, Finset.card_univ, Fintype.card_fin, nsmul_eq_mul]
  push_cast
  have hpi : 1 / π * π = 1 := one_div_mul_cancel Real.pi_ne_zero
  linear_combination (-(weightBelow a e + countBelow d - countBelow e)) * hpi
```

The step `hc` splits the integrand into three Lehmann sums. Their integrals and the sum rule are then inserted, and the last line cancels $\pi$.

This is an identity for one scalar function with finitely many poles. Luttinger's theorem for a metal concerns the volume enclosed by a Fermi surface, and Friedel's sum rule concerns scattering phase shifts; neither momentum nor scattering enters here.

```lean
/-- For a factorised Green's function, off the real axis, `G + G'/G` equals `G` times the
energy derivative of the self-energy. -/
theorem luttinger_integrand {m : ℕ} {a e : Fin (m + 1) → ℝ} {d : Fin m → ℝ}
    (hG : Factorises a e d) (h : ℝ) {z : ℂ} (hz : z.im ≠ 0) :
    lehmann a e z * deriv (selfEnergy h a e) z =
      lehmann a e z + deriv (lehmann a e) z / lehmann a e z := by
  obtain ⟨hne, hder⟩ := hasDerivAt_lehmann hG hz
  have hg := hder.differentiableAt.hasDerivAt
  have hs : HasDerivAt (selfEnergy h a e) (1 - (0 * lehmann a e z -
      1 * deriv (lehmann a e) z) / lehmann a e z ^ 2) z :=
    ((hasDerivAt_id' z).sub_const (h : ℂ)).fun_sub
      ((hasDerivAt_const z (1 : ℂ)).fun_div hg hne)
  rw [hs.deriv]
  have hi := mul_inv_cancel₀ hne
  linear_combination (deriv (lehmann a e) z * (lehmann a e z)⁻¹) * hi
```

The quotient rule gives $\Sigma'$, and $h$ drops out.

## Two poles with a nonzero Luttinger-type integral

```lean
/-- The Green's function with weights 2/3 and 1/3 at energies -1 and 2 factorises with a
single zero at energy 1. -/
theorem factorises_witness : Factorises ![2 / 3, 1 / 3] ![-1, 2] ![1] := by
  intro z hz
  have h1 : z + 1 ≠ 0 := by simpa using sub_real_ne hz (-1)
  have h2 : z - 2 ≠ 0 := by simpa using sub_real_ne hz 2
  simp [lehmann, Fin.sum_univ_succ, Fin.prod_univ_succ]
  field_simp
  ring
```

Clearing denominators verifies

$$\frac{2/3}{z+1}+\frac{1/3}{z-2}=\frac{z-1}{(z+1)(z-2)}.$$

```lean
/-- For weights 2/3 and 1/3 at energies -1 and 2, the integral of `Re (G + G'/G)(iw)` over
`w > 0` is `-π/3`. -/
theorem luttinger_integral_two_poles :
    ∫ w in Ioi (0 : ℝ), (lehmann ![2 / 3, 1 / 3] ![-1, 2] (w * I) +
      deriv (lehmann ![2 / 3, 1 / 3] ![-1, 2]) (w * I) /
        lehmann ![2 / 3, 1 / 3] ![-1, 2] (w * I)).re = -π / 3 := by
  have h := (luttinger_friedel_count (by intro k; fin_cases k <;> simp)
    (by intro j; fin_cases j; simp) factorises_witness).2
  have hw : weightBelow ![2 / 3, 1 / 3] ![-1, 2] = 2 / 3 := by
    simp [weightBelow, Fin.sum_univ_succ]
  have he : (countBelow ![-1, 2] : ℝ) = 1 := by
    rw [← weightBelow_one]
    simp only [weightBelow, Fin.sum_univ_succ]
    norm_num
  have hd : (countBelow ![1] : ℝ) = 0 := by
    rw [← weightBelow_one]
    simp [weightBelow]
  rw [hw, he, hd] at h
  have hJ := eq_sub_of_add_eq' h.symm
  rw [one_div, inv_mul_eq_iff_eq_mul₀ Real.pi_ne_zero] at hJ
  rw [hJ]
  ring

end

end LuttingerFriedelCounting
```

Here $N=2/3$, $P=1$ and $Z=0$, and the counting identity is solved for the integral, giving $-\pi/3$. This $G$ is, for example, the diagonal Green's function of a spin-orbital at energy $0$ coupled with amplitude $\sqrt2$ to a second one at energy $1$, without interactions. With $h=0$ its self-energy is $\Sigma(z)=2/(z-1)$, which comes from the coupling alone; the usual Luttinger integral, taken with the interaction self-energy, is zero for this system. Counting the poles and zeros of this one diagonal element gives $1$, while the occupation of the first spin-orbital is $2/3$; the integral supplies the difference. The example does not test how the total electron number of an interacting system is counted.

```lean
#print axioms LuttingerFriedelCounting.luttinger_friedel_count
#print axioms LuttingerFriedelCounting.luttinger_integrand
#print axioms LuttingerFriedelCounting.luttinger_integral_two_poles
```

```
'LuttingerFriedelCounting.luttinger_friedel_count' depends on axioms: [propext, Classical.choice, Quot.sound]
'LuttingerFriedelCounting.luttinger_integrand' depends on axioms: [propext, Classical.choice, Quot.sound]
'LuttingerFriedelCounting.luttinger_integral_two_poles' depends on axioms: [propext, Classical.choice, Quot.sound]
```
